# The equal-areas rule for steady field domains with constant diffusion and zero flux in the moving frame

If the outside field and the peak field of a travelling high-field domain are chosen independently, there is in general no steady profile that joins them. A calculation that starts from such a pair will usually look for a solution that doesn't exist. In the model below, the two fields are tied together by the drift curve alone: the signed area between the curve and the outside drift velocity, taken from the outside field to the peak field, must vanish.

```lean
import Mathlib

open Filter Topology Set

noncomputable section

namespace ButcherEqualAreas
```

## Field and density in the moving frame

Let $x$ be the position in a frame that moves with velocity $u$, $E(x)$ the field, $n(x)>0$ the carrier density and $v(E)$ the drift velocity. With the field and the velocities counted as positive along the $x$ axis, Gauss's law and the balance of drift and diffusion read

$$E' = k(n-n_0),\qquad D\,n' = n\,(v(E)-u).$$

Here $k$ is the carrier charge, taken with its sign, divided by the permittivity, $n_0$ is the density of the neutralising background, and $D$ is a diffusion coefficient that doesn't depend on the field. For a steady profile, continuity makes the particle flux $n(v-u)-Dn'$ constant in the moving frame. The second equation assumes that this constant is zero. A fuller treatment of a domain leaves the constant free and uses both flanks to fix it.

`IsProfile` records these conditions at every point of a set `s` of positions. The derivatives are two-sided, also at the ends of an interval. The signs of `k`, `D` and `n₀` are left open, and theorems that need a restriction state it.

```lean
/-- Field `E` and carrier density `n > 0` in the frame moving with velocity `u`: on `s` they obey
the Gauss law `E' = k (n - n₀)` and the balance of drift and diffusion `D n' = n (v(E) - u)`. -/
structure IsProfile (k D n₀ u : ℝ) (v E n : ℝ → ℝ) (s : Set ℝ) : Prop where
  pos : ∀ x ∈ s, 0 < n x
  gauss : ∀ x ∈ s, HasDerivAt E (k * (n x - n₀)) x
  diff : ∀ x ∈ s, DifferentiableAt ℝ n x
  current : ∀ x ∈ s, D * deriv n x = n x * (v (E x) - u)
```

Two expressions recur. The first is the density function $f(m)=m-n_0\log m$, with densities measured in a fixed unit.

```lean
/-- The density function `m - n₀ log m` that enters the first integral. -/
def densityFn (n₀ m : ℝ) : ℝ := m - n₀ * Real.log m
```

The second is the signed area $\int_a^b (v(e)-u)\,de$, where $a$ and $b$ are fields, not positions.

```lean
/-- The signed area between the drift curve `v` and the level `u`, from field `a` to field `b`. -/
def excessArea (v : ℝ → ℝ) (u a b : ℝ) : ℝ := ∫ e in a..b, (v e - u)
```

## A combination that stays constant

Let $V'=v-u$. Dividing the balance equation by $n$ gives $D\,n'/n=v(E)-u$. Therefore

$$\frac{d}{dx}\bigl[kD f(n)-V(E)\bigr] = kDn' - kn_0\,D\frac{n'}{n} - (v(E)-u)E'$$
$$= k(v(E)-u)\,[\,n-n_0-(n-n_0)\,]=0.$$

In the proof, `hc` is the balance equation and `h2` its divided form. The final `linear_combination` adds them with the factors $k$ and $-kn_0$, as above.

```lean
variable {k D n₀ u : ℝ} {v E n : ℝ → ℝ} {s : Set ℝ}

/-- Along a profile, `k D (n - n₀ log n) - V(E)` has zero derivative when `V' = v - u`. -/
theorem firstIntegral_hasDerivAt (h : IsProfile k D n₀ u v E n s) {V : ℝ → ℝ} {x : ℝ}
    (hx : x ∈ s) (hV : HasDerivAt V (v (E x) - u) (E x)) :
    HasDerivAt (fun y => k * D * densityFn n₀ (n y) - V (E y)) 0 x := by
  have hn := (h.diff x hx).hasDerivAt
  have hp := (h.pos x hx).ne'
  have hVE : HasDerivAt (fun y => V (E y)) ((v (E x) - u) * (k * (n x - n₀))) x :=
    hV.comp x (h.gauss x hx)
  have hc := h.current x hx
  -- `D` times the logarithmic derivative of the density is the excess drift velocity
  have h2 : D * (deriv n x / n x) = v (E x) - u := by
    rw [← mul_div_assoc, hc, mul_div_cancel_left₀ _ hp]
  have h1 := ((hn.fun_sub ((hn.log hp).const_mul n₀)).const_mul (k * D)).fun_sub hVE
  refine h1.congr_deriv ?_
  linear_combination k * hc - k * n₀ * h2
```

A function whose derivative vanishes on an interval is constant there, so the combination keeps its value at $a$ for every $x\in[a,b]$.

```lean
/-- If `V' = v - u`, the quantity `k D (n - n₀ log n) - V(E)` is constant along a profile on an
interval. -/
theorem firstIntegral_const {a b : ℝ} (h : IsProfile k D n₀ u v E n (Icc a b)) {V : ℝ → ℝ}
    (hV : ∀ e, HasDerivAt V (v e - u) e) :
    ∀ x ∈ Icc a b, k * D * densityFn n₀ (n x) - V (E x)
      = k * D * densityFn n₀ (n a) - V (E a) := by
  have hd := fun x (hx : x ∈ Icc a b) => firstIntegral_hasDerivAt h hx (hV (E x))
  exact constant_of_has_deriv_right_zero
    (fun x hx => (hd x hx).continuousAt.continuousWithinAt)
    (fun x hx => (hd x ⟨hx.1, hx.2.le⟩).hasDerivWithinAt)
```

For continuous $v$, take $V(t)=\int_{E(a)}^{t}(v(e)-u)\,de$, which vanishes at $t=E(a)$. Comparing the two ends of the interval gives

$$\int_{E(a)}^{E(b)}(v(e)-u)\,de = kD\,[f(n(b))-f(n(a))].$$

The fundamental theorem of calculus supplies the derivative of $V$. The field need not be monotonic between $a$ and $b$.

```lean
/-- The area of `v - u` between the fields at two points equals the change of
`k D (n - n₀ log n)` between them. -/
theorem area_balance {a b : ℝ} (hab : a ≤ b) (h : IsProfile k D n₀ u v E n (Icc a b))
    (hv : Continuous v) :
    excessArea v u (E a) (E b) = k * D * (densityFn n₀ (n b) - densityFn n₀ (n a)) := by
  have hc : Continuous (fun e => v e - u) := hv.sub continuous_const
  have hV : ∀ e, HasDerivAt (fun t => excessArea v u (E a) t) (v e - u) e :=
    fun e => (hc.integral_hasStrictDerivAt (E a) e).hasDerivAt
  have h1 := firstIntegral_const h hV b ⟨hab, le_refl b⟩
  have h0 : excessArea v u (E a) (E a) = 0 := intervalIntegral.integral_same
  linear_combination -h1 + h0
```

If $n(a)=n(b)$, the right-hand side is zero. This is the equal-areas rule for two positions: the parts of the drift curve above and below $u$ cancel.

```lean
/-- Equal-areas rule: if the density is the same at two points, the integral of `v - u`
between the fields at these points vanishes. -/
theorem equal_areas {a b : ℝ} (hab : a ≤ b) (h : IsProfile k D n₀ u v E n (Icc a b))
    (hv : Continuous v) (hn : n a = n b) : ∫ e in (E a)..(E b), (v e - u) = 0 := by
  have h1 := area_balance hab h hv
  rw [hn, sub_self, mul_zero] at h1
  exact h1
```

## When a vanishing area forces equal densities

The converse needs care: for $n_0>0$, $f(m)$ decreases while $m<n_0$ and increases once $m>n_0$, so a depleted and an enriched point can share a value of $f$. On one side of $n_0$ this can't happen. Let $0<p<q$ and $L=\log q-\log p>0$, and use $\log t<t-1$ for positive $t\neq1$.

- If $n_0\le p$, then $t=q/p$ gives $n_0L\le pL<q-p$, so $f(q)>f(p)$.
- If $q\le n_0$, then $t=p/q$ gives $n_0L\ge qL>q-p$, so $f(q)<f(p)$.

The hypothesis `hside`, $(p-n_0)(q-n_0)\ge0$, expresses "same side" and allows either density to equal $n_0$.

```lean
/-- For `0 < p < q` on the same side of `n₀`, the values of `m - n₀ log m` at `p` and `q` differ. -/
theorem densityFn_ne {p q : ℝ} (hp : 0 < p) (hpq : p < q)
    (hside : 0 ≤ (p - n₀) * (q - n₀)) : densityFn n₀ p ≠ densityFn n₀ q := by
  intro heq
  have hq : 0 < q := hp.trans hpq
  unfold densityFn at heq
  have hL : 0 < Real.log q - Real.log p := sub_pos.mpr (Real.log_lt_log hp hpq)
  rcases le_or_gt n₀ p with h | h
  · -- above n₀: p (log q - log p) < q - p
    have h1 := Real.log_lt_sub_one_of_pos (div_pos hq hp) (fun h' => by
      rw [div_eq_one_iff_eq hp.ne'] at h'; linarith)
    rw [Real.log_div hq.ne' hp.ne'] at h1
    have h2 := mul_lt_mul_of_pos_left h1 hp
    have h3 : p * (q / p - 1) = q - p := by field_simp
    have h4 := mul_le_mul_of_nonneg_right h hL.le
    linarith
  · -- below n₀: q (log q - log p) > q - p
    have hqn : q ≤ n₀ := by
      by_contra hcon
      have := mul_pos (sub_pos.mpr h) (sub_pos.mpr (not_le.mp hcon))
      linarith
    have h1 := Real.log_lt_sub_one_of_pos (div_pos hp hq) (fun h' => by
      rw [div_eq_one_iff_eq hq.ne'] at h'; linarith)
    rw [Real.log_div hp.ne' hq.ne'] at h1
    have h2 := mul_lt_mul_of_pos_left h1 hq
    have h3 : q * (p / q - 1) = p - q := by field_simp
    have h4 := mul_le_mul_of_nonneg_right hqn hL.le
    linarith
```

If the area vanishes and $kD\ne0$, the area balance gives $f(n(a))=f(n(b))$. When both densities lie on the same side of $n_0$, they are therefore equal; the proof excludes $n(a)<n(b)$ and $n(a)>n(b)$ in turn.

```lean
/-- Converse for `k ≠ 0` and `D ≠ 0`: if the area vanishes and both densities lie on the same side
of `n₀`, the densities are equal. -/
theorem density_eq_of_equal_areas {a b : ℝ} (hab : a ≤ b)
    (h : IsProfile k D n₀ u v E n (Icc a b)) (hv : Continuous v) (hk : k ≠ 0) (hD : D ≠ 0)
    (hside : 0 ≤ (n a - n₀) * (n b - n₀))
    (harea : ∫ e in (E a)..(E b), (v e - u) = 0) : n a = n b := by
  have h1 : k * D * (densityFn n₀ (n b) - densityFn n₀ (n a)) = 0 :=
    (area_balance hab h hv).symm.trans harea
  have h2 := sub_eq_zero.mp ((mul_eq_zero.mp h1).resolve_left (mul_ne_zero hk hD))
  rcases lt_trichotomy (n a) (n b) with hlt | heq | hgt
  · exact absurd h2.symm (densityFn_ne (h.pos a ⟨le_refl a, hab⟩) hlt hside)
  · exact heq
  · exact absurd h2 (densityFn_ne (h.pos b ⟨hab, le_refl b⟩) hgt (by linarith))
```

## The outside field fixes the velocity of the frame

Now let the profile extend to $x\to-\infty$, with $E\to E_r$ and $n\to n_0>0$. By the mean value theorem, each $x\le b$ has a point $c_x\in(x-1,x)$ with

$$D\,[n(x)-n(x-1)] = n(c_x)\,(v(E(c_x))-u).$$

As $x\to-\infty$, $c_x$ also goes to $-\infty$. The left side tends to $0$ and the right side to $n_0(v(E_r)-u)$, so $v(E_r)=u$. No limit of $n'$ has to be assumed. In Lean, `choose` turns the points $c_x$ into a function, and uniqueness of limits equates the two results.

```lean
/-- For continuous `v`: if field and density tend to `Er` and `n₀ > 0` far to the left, the drift
velocity at `Er` equals the velocity `u` of the moving frame. -/
theorem outside_drift_eq {b Er : ℝ} (h : IsProfile k D n₀ u v E n (Iic b))
    (hv : Continuous v) (hn₀ : 0 < n₀) (hE : Tendsto E atBot (𝓝 Er))
    (hn : Tendsto n atBot (𝓝 n₀)) : v Er = u := by
  -- mean value theorem on [x - 1, x]
  have key : ∀ x, ∃ c, x ≤ b → c < x ∧ D * (n x - n (x - 1)) = n c * (v (E c) - u) := by
    intro x
    by_cases hx : x ≤ b
    · obtain ⟨c, hc, hd⟩ := exists_deriv_eq_slope n (by linarith : x - 1 < x)
        (fun y hy => (h.diff y (hy.2.trans hx)).continuousAt.continuousWithinAt)
        (fun y hy => (h.diff y (hy.2.le.trans hx)).differentiableWithinAt)
      rw [show x - (x - 1) = 1 by ring, div_one] at hd
      refine ⟨c, fun _ => ⟨hc.2, ?_⟩⟩
      rw [← hd]
      exact h.current c (hc.2.le.trans hx)
    · exact ⟨0, fun h' => absurd h' hx⟩
  choose c hc using key
  have hcb : Tendsto c atBot atBot := by
    refine tendsto_atBot_mono' atBot ?_ tendsto_id
    filter_upwards [eventually_le_atBot b] with x hx using (hc x hx).1.le
  have hs : Tendsto (fun x : ℝ => x - 1) atBot atBot :=
    tendsto_atBot_mono (fun x => (sub_le_self x zero_le_one : x - 1 ≤ x)) tendsto_id
  have L1 : Tendsto (fun x => D * (n x - n (x - 1))) atBot (𝓝 (D * (n₀ - n₀))) :=
    (hn.sub (hn.comp hs)).const_mul D
  have L2 : Tendsto (fun x => n (c x) * (v (E (c x)) - u)) atBot (𝓝 (n₀ * (v Er - u))) :=
    (hn.comp hcb).mul (((hv.tendsto Er).comp (hE.comp hcb)).sub_const u)
  have h1 := tendsto_nhds_unique (L1.congr' (by
    filter_upwards [eventually_le_atBot b] with x hx using (hc x hx).2)) L2
  rw [sub_self, mul_zero] at h1
  exact sub_eq_zero.mp ((mul_eq_zero.mp h1.symm).resolve_left hn₀.ne')
```

## The area from the outside field to the peak

At a position $b$ where $E'(b)=0$, Gauss's law with $k\neq0$ gives $n(b)=n_0$. For $x\le b$ the area balance reads

$$\int_{E(x)}^{E(b)}(v(e)-u)\,de = kD\,[f(n_0)-f(n(x))].$$

Letting $x\to-\infty$ and inserting $u=v(E_r)$ gives

$$\int_{E_r}^{E(b)}(v(e)-v(E_r))\,de=0.$$

The proof takes the limit with the integral reversed, which accounts for the minus signs in `hG`. Only the half-line up to $b$ enters, and $b$ may be any stationary point of the field, in particular a peak. In a one-dimensional drift–diffusion simulation with constant $D$, this relation can test the peak field of a steady domain that has zero flux in its own frame.

```lean
/-- Butcher's rule for continuous `v` and zero flux in the moving frame: if field and density tend
to `Er` and `n₀ > 0` far to the left and the field is stationary at `b`, the integral of `v(e) -
v(Er)` from `Er` to `E(b)` vanishes. -/
theorem butcher_rule {b Er : ℝ} (h : IsProfile k D n₀ u v E n (Iic b))
    (hv : Continuous v) (hk : k ≠ 0) (hn₀ : 0 < n₀) (hE : Tendsto E atBot (𝓝 Er))
    (hn : Tendsto n atBot (𝓝 n₀)) (hb : deriv E b = 0) :
    ∫ e in Er..(E b), (v e - v Er) = 0 := by
  rw [outside_drift_eq h hv hn₀ hE hn]
  -- a stationary field means a neutral point
  have hnb : n b = n₀ := by
    rw [(h.gauss b (le_refl b)).deriv] at hb
    exact sub_eq_zero.mp ((mul_eq_zero.mp hb).resolve_left hk)
  have hc : Continuous (fun e => v e - u) := hv.sub continuous_const
  have hA : Tendsto (fun x => ∫ e in (E b)..(E x), (v e - u)) atBot
      (𝓝 (∫ e in (E b)..Er, (v e - u))) :=
    (hc.integral_hasStrictDerivAt (E b) Er).hasDerivAt.continuousAt.tendsto.comp hE
  have hG : Tendsto (fun x => -(k * D * (densityFn n₀ (n b) - densityFn n₀ (n x)))) atBot
      (𝓝 (-(k * D * (densityFn n₀ (n b) - densityFn n₀ n₀)))) :=
    ((tendsto_const_nhds.sub (hn.sub ((hn.log hn₀.ne').const_mul n₀))).const_mul (k * D)).neg
  have h1 := tendsto_nhds_unique (hA.congr' (by
    filter_upwards [eventually_le_atBot b] with x hx
    have hsub : IsProfile k D n₀ u v E n (Icc x b) :=
      ⟨fun y hy => h.pos y hy.2, fun y hy => h.gauss y hy.2,
        fun y hy => h.diff y hy.2, fun y hy => h.current y hy.2⟩
    rw [← area_balance hx hsub hv]
    exact intervalIntegral.integral_symm _ _)) hG
  rw [intervalIntegral.integral_symm, h1, hnb]
  ring
```

## An explicit profile

The conditions can be met by a field that does vary. Take

$$E(x)=\frac1{1+x^2}.$$

```lean
/-- A model field with a single peak at the origin. -/
def modelField (x : ℝ) : ℝ := 1 / (1 + x ^ 2)
```

With $k=D=n_0=1$, Gauss's law gives

$$n(x)=1+E'(x)=1-\frac{2x}{(1+x^2)^2}.$$

```lean
/-- The carrier density that belongs to the model field. -/
def modelDensity (x : ℝ) : ℝ := 1 - 2 * x / (1 + x ^ 2) ^ 2
```

With $u=0$, the velocity must be $n'/n$, where $n'=(6x^2-2)/(1+x^2)^3=6E^2-8E^3$. For $x\le0$ one has $-x/(1+x^2)=\sqrt{E(1-E)}$, so $n=1+2E\sqrt{E(1-E)}$, and the velocity is a function of the field alone. Outside $0\le e\le1$, Lean's square root of a negative number is zero. The denominator is therefore $1$ there, and the curve is continuous for all fields. Writing $|e|$ instead of $e$ changes no value; it lets the `positivity` tactic see that the denominator is positive. The curve is built to fit the profile and isn't physical as it stands: for $e>3/4$ the velocity is negative, although the field pushes the carriers, which are positive for $k=1$, in the positive direction.

```lean
/-- The drift velocity as a function of the field in the model. -/
def modelVelocity (e : ℝ) : ℝ :=
  (6 * e ^ 2 - 8 * e ^ 3) / (1 + 2 * |e| * Real.sqrt (e * (1 - e)))
```

On $x\le0$ the density is at least $1$. Moreover $n\le1+E$, because this is equivalent to $(1+x)^2\ge0$. Since $E\to0$ as $x\to-\infty$, the density is squeezed to $1$. At the origin $E'=0$. The theorem collects these facts, with `lower` and `upper` as the two bounds and `vel` as the identity for the velocity.

```lean
/-- The model field, density and velocity satisfy all hypotheses of Butcher's rule on `x ≤ 0`,
with `k = D = n₀ = 1`, `u = 0` and outside field `0`. -/
theorem butcher_rule_witness :
    Continuous modelVelocity ∧
    IsProfile 1 1 1 0 modelVelocity modelField modelDensity (Iic 0) ∧
    Tendsto modelField atBot (𝓝 0) ∧ Tendsto modelDensity atBot (𝓝 1) ∧
    deriv modelField 0 = 0 := by
  have hq : ∀ x : ℝ, 0 < 1 + x ^ 2 := fun x => by positivity
  have dq : ∀ x : ℝ, HasDerivAt (fun y : ℝ => 1 + y ^ 2) (2 * x) x := fun x =>
    ((hasDerivAt_pow 2 x).const_add 1).congr_deriv (by push_cast; ring)
  have dE : ∀ x, HasDerivAt modelField (1 * (modelDensity x - 1)) x := fun x =>
    ((hasDerivAt_const x (1 : ℝ)).fun_div (dq x) (hq x).ne').congr_deriv (by
      unfold modelDensity; ring)
  have dq2 : ∀ x : ℝ, HasDerivAt (fun y : ℝ => (1 + y ^ 2) ^ 2) (4 * x * (1 + x ^ 2)) x :=
    fun x => ((dq x).fun_pow 2).congr_deriv (by push_cast; ring)
  have dn : ∀ x, HasDerivAt modelDensity ((6 * x ^ 2 - 2) / (1 + x ^ 2) ^ 3) x := fun x =>
    ((((hasDerivAt_id' x).const_mul 2).fun_div (dq2 x)
      (pow_ne_zero 2 (hq x).ne')).const_sub 1).congr_deriv (by
        have := (hq x).ne'
        field_simp
        ring)
  have lower : ∀ x ≤ 0, 1 ≤ modelDensity x := fun x hx => by
    have h1 : 2 * x / (1 + x ^ 2) ^ 2 ≤ 0 :=
      div_nonpos_of_nonpos_of_nonneg (by linarith) (by positivity)
    unfold modelDensity; linarith
  have upper : ∀ x, modelDensity x ≤ 1 + modelField x := fun x => by
    have h1 : 2 * (-x) / (1 + x ^ 2) ^ 2 ≤ 1 / (1 + x ^ 2) := by
      rw [div_le_div_iff₀ (by positivity) (hq x)]
      nlinarith [mul_nonneg (hq x).le (sq_nonneg (1 + x))]
    have h2 : 2 * (-x) / (1 + x ^ 2) ^ 2 = -(2 * x / (1 + x ^ 2) ^ 2) := by ring
    unfold modelDensity modelField; linarith
  -- on the rising side the velocity is a function of the field alone
  have vel : ∀ x ≤ 0, modelVelocity (modelField x)
      = (6 * x ^ 2 - 2) / (1 + x ^ 2) ^ 3 / modelDensity x := fun x hx => by
    have hne := (hq x).ne'
    have h1 : 1 / (1 + x ^ 2) * (1 - 1 / (1 + x ^ 2)) = (-x / (1 + x ^ 2)) ^ 2 := by
      field_simp
      ring
    have h2 : 0 ≤ -x / (1 + x ^ 2) := div_nonneg (by linarith) (hq x).le
    have h3 : 6 * (1 / (1 + x ^ 2)) ^ 2 - 8 * (1 / (1 + x ^ 2)) ^ 3
        = (6 * x ^ 2 - 2) / (1 + x ^ 2) ^ 3 := by
      field_simp
      ring
    have h4 : 1 + 2 * (1 / (1 + x ^ 2)) * (-x / (1 + x ^ 2))
        = 1 - 2 * x / (1 + x ^ 2) ^ 2 := by
      generalize 1 + x ^ 2 = q
      ring
    unfold modelVelocity modelField modelDensity
    rw [h1, Real.sqrt_sq h2, abs_of_pos (one_div_pos.mpr (hq x)), h3, h4]
  have limE : Tendsto modelField atBot (𝓝 0) := by
    have h1 : Tendsto (fun x : ℝ => 1 + x ^ 2) atBot atTop :=
      tendsto_atTop_mono (fun x => (by nlinarith [sq_nonneg (x + 1)] : -x ≤ 1 + x ^ 2))
        tendsto_neg_atBot_atTop
    exact (tendsto_inv_atTop_zero.comp h1).congr (fun x => (one_div (1 + x ^ 2)).symm)
  refine ⟨?_, ⟨fun x hx => by linarith [lower x hx], fun x _ => dE x,
    fun x _ => (dn x).differentiableAt, fun x hx => ?_⟩, limE, ?_, ?_⟩
  · unfold modelVelocity
    exact Continuous.div (by fun_prop) (by fun_prop) (fun e => by positivity)
  · have hne : modelDensity x ≠ 0 := (lt_of_lt_of_le zero_lt_one (lower x hx)).ne'
    rw [(dn x).deriv, vel x hx, sub_zero, one_mul, mul_comm (modelDensity x),
      div_mul_cancel₀ _ hne]
  · have h1 : Tendsto (fun x => 1 + modelField x) atBot (𝓝 1) := by
      simpa using limE.const_add 1
    refine tendsto_of_tendsto_of_tendsto_of_le_of_le' tendsto_const_nhds h1 ?_
      (Eventually.of_forall upper)
    filter_upwards [eventually_le_atBot (0 : ℝ)] with x hx using lower x hx
  · rw [(dE 0).deriv]
    simp [modelDensity]

end ButcherEqualAreas
```

```lean
#print axioms ButcherEqualAreas.equal_areas
-- 'ButcherEqualAreas.equal_areas' depends on axioms: [propext, Classical.choice, Quot.sound]
#print axioms ButcherEqualAreas.density_eq_of_equal_areas
-- 'ButcherEqualAreas.density_eq_of_equal_areas' depends on axioms: [propext, Classical.choice, Quot.sound]
#print axioms ButcherEqualAreas.butcher_rule
-- 'ButcherEqualAreas.butcher_rule' depends on axioms: [propext, Classical.choice, Quot.sound]
```
